# Floating probes broaden the transmission of a single resonant level but preserve its energy integral

An electron tunnels from a left lead to a right lead through one level, and something in the device disturbs its phase on the way. A simple model of this disturbance attaches a third terminal, a probe, which absorbs electrons and re-emits them. The probe draws no net current, so its potential adjusts itself. As the probe coupling grows, the resonance becomes lower and wider. The question is what happens to the area under it.

For a non-interacting level with positive, energy-independent couplings, and with zero probe current imposed at each energy, the area depends only on the two lead couplings. In a Green function device simulation of this one-level model, that gives a test of the probe routine with a known answer.

The terminals form a finite set `ι`. In the three-terminal part it is `Fin 3`, with 0 for the left lead, 1 for the right lead and 2 for the probe.

In Lean 4 with Mathlib:

```lean
import Mathlib

open MeasureTheory

namespace ResonantLevelProbe

noncomputable section

variable {ι : Type*} [Fintype ι]
```

## Currents between terminals

Let $\mu_a$ be the potential of terminal $a$ and $T_{ab}$ the transmission between terminals $a$ and $b$ at one energy. The current from terminal $a$ into the device is

$$I_a=\sum_b T_{ab}(\mu_a-\mu_b).$$

```lean
/-- Current out of terminal `a` at one energy, `I_a = ∑ b, T_ab (μ_a - μ_b)`. -/
def current (T : ι → ι → ℝ) (μ : ι → ℝ) (a : ι) : ℝ :=
  ∑ b, T a b * (μ a - μ b)
```

Prefactors such as $e/h$ are left out. With $\mu_a$ as a potential, the formula holds for small bias and low temperature, with $T_{ab}$ taken at the Fermi energy. If $\mu_a$ is read as the occupation of terminal $a$ at energy $E$, the same formula gives the current per unit energy. The term $b=a$ vanishes, so the diagonal of $T$ plays no part.

## One level, several couplings

Let the level have energy $e$, let $\Gamma_a$ be its coupling to terminal $a$, and let $\Gamma=\sum_c\Gamma_c$. The retarded Green function of the level is $1/(E-e+i\Gamma/2)$, and $\Gamma_a\Gamma_b$ times its squared modulus is

$$T_{ab}(E)=\frac{\Gamma_a\Gamma_b}{D},\qquad D=(E-e)^2+\frac{\Gamma^2}{4}.$$

The formal development takes this expression as its definition and does not derive it from a Hamiltonian. Constant $\Gamma_a$ and $e$ are the wide-band limit, in which the densities of states of the terminals and their tunnelling amplitudes to the level do not vary with energy.

```lean
/-- Transmission between terminals `a` and `b` through a level at energy `e` with couplings `Γ`,
for nonzero total coupling or `E ≠ e`. -/
def transmission (Γ : ι → ℝ) (e E : ℝ) (a b : ι) : ℝ :=
  Γ a * Γ b / ((E - e) ^ 2 + (∑ c, Γ c) ^ 2 / 4)
```

The energy dependence will collect into a Lorentzian of width $G$,

$$\ell_G(E)=\frac{G}{(E-e)^2+G^2/4}.$$

```lean
/-- Lorentzian line shape of a level at energy `e` with width `G ≠ 0`. -/
def lineshape (G e E : ℝ) : ℝ := G / ((E - e) ^ 2 + G ^ 2 / 4)
```

With a probe present, an electron can cross directly or by way of the probe. The effective transmission adds the two contributions:

$$T_{\rm eff}=T_{01}+\frac{T_{02}T_{21}}{T_{20}+T_{21}}.$$

```lean
/-- Effective transmission from left lead `0` to right lead `1` in the presence of the probe `2`,
for `T 2 0 + T 2 1 ≠ 0`: the direct part plus the part that passes through the probe. -/
def effectiveTransmission (T : Fin 3 → Fin 3 → ℝ) : ℝ :=
  T 0 1 + T 0 2 * T 2 1 / (T 2 0 + T 2 1)
```

For $G>0$ the denominator of the Lorentzian is a square plus a positive number, so it never vanishes. Later divisions by $D$ rely on this.

```lean
/-- The resonant denominator is positive for positive width. -/
theorem denominator_pos {G : ℝ} (hG : 0 < G) (e E : ℝ) :
    0 < (E - e) ^ 2 + G ^ 2 / 4 := by
  positivity
```

## Eliminating the probe potential

Zero probe current reads $T_{20}(\mu_2-\mu_0)+T_{21}(\mu_2-\mu_1)=0$. Solving for $\mu_2$ and subtracting it from $\mu_0$ gives

$$\mu_0-\mu_2=\frac{T_{21}}{T_{20}+T_{21}}(\mu_0-\mu_1).$$

Inserting this into $I_0=T_{01}(\mu_0-\mu_1)+T_{02}(\mu_0-\mu_2)$ yields $I_0=T_{\rm eff}(\mu_0-\mu_1)$.

```lean
/-- If the probe is connected to the leads, `T 2 0 + T 2 1 ≠ 0`, and carries no current, the left
current is the effective transmission times the difference of the lead potentials. -/
theorem current_of_floating_probe (T : Fin 3 → Fin 3 → ℝ) (μ : Fin 3 → ℝ)
    (hT : T 2 0 + T 2 1 ≠ 0) (h : current T μ 2 = 0) :
    current T μ 0 = effectiveTransmission T * (μ 0 - μ 1) := by
  simp only [current, Fin.sum_univ_three] at h ⊢
  -- the zero-current condition fixes the potential of the probe
  have hμ : μ 0 - μ 2 = T 2 1 / (T 2 0 + T 2 1) * (μ 0 - μ 1) := by
    rw [div_mul_eq_mul_div, eq_div_iff hT]
    linear_combination -h
  unfold effectiveTransmission
  linear_combination T 0 2 * hμ
```

The theorem holds for any real $3\times3$ matrix `T`, symmetric or not, with $T_{20}+T_{21}\neq0$. For non-negative transmissions this says that the probe is connected to at least one lead. In the proof, `hμ` is the displayed formula for $\mu_0-\mu_2$: `eq_div_iff` clears the denominator, and `linear_combination -h` uses the zero-current equation. The last line multiplies `hμ` by $T_{02}$, as in the insertion above.

In a device code that imposes zero current at each energy on many probes, this elimination becomes a linear system for the probe occupations, solved at each energy after the transmissions have been computed.

## The resonance with a probe attached

For the resonant level the common factor $1/D$ comes out:

$$T_{\rm eff}=\frac{1}{D}\left(\Gamma_0\Gamma_1+\frac{\Gamma_0\Gamma_2\,\Gamma_2\Gamma_1}{\Gamma_2(\Gamma_0+\Gamma_1)}\right)
=\frac{\Gamma_0\Gamma_1}{D}\cdot\frac{\Gamma_0+\Gamma_1+\Gamma_2}{\Gamma_0+\Gamma_1}
=\frac{\Gamma_0\Gamma_1}{\Gamma_0+\Gamma_1}\,\ell_\Gamma(E).$$

The probe coupling now appears only in the width of the Lorentzian.

```lean
/-- For positive couplings the effective transmission of the resonant level is
`Γ_L Γ_R / (Γ_L + Γ_R)` times a Lorentzian whose width is the total coupling. -/
theorem effectiveTransmission_resonant (Γ : Fin 3 → ℝ) (hΓ : ∀ a, 0 < Γ a) (e E : ℝ) :
    effectiveTransmission (transmission Γ e E)
      = Γ 0 * Γ 1 / (Γ 0 + Γ 1) * lineshape (∑ c, Γ c) e E := by
  have hG : 0 < ∑ c, Γ c := Finset.sum_pos (fun a _ => hΓ a) ⟨0, Finset.mem_univ 0⟩
  have hD := (denominator_pos hG e E).ne'
  have h2 := (hΓ 2).ne'
  have h01 := (add_pos (hΓ 0) (hΓ 1)).ne'
  simp only [effectiveTransmission, transmission, lineshape]
  generalize (E - e) ^ 2 + (∑ c, Γ c) ^ 2 / 4 = D at hD ⊢
  have hs : Γ 2 * Γ 0 / D + Γ 2 * Γ 1 / D = Γ 2 * (Γ 0 + Γ 1) / D := by ring
  rw [hs, Fin.sum_univ_three]
  field_simp
```

The proof names the denominator `D` with `generalize`, keeping only the information that it is nonzero. The equation `hs` adds the two probe transmissions, and `field_simp` completes the algebra.

At $E=e$ the Lorentzian equals $\Gamma/(\Gamma^2/4)=4/\Gamma$, so the peak is

$$T_{\rm eff}(e)=\frac{4\,\Gamma_0\Gamma_1}{(\Gamma_0+\Gamma_1)\,\Gamma}.$$

For $\Gamma_0=\Gamma_1=g$, a probe with $\Gamma_2=2g$ gives a peak of $1/2$, and one with $\Gamma_2=6g$ gives $1/4$. The width doubles from $4g$ to $8g$ as the height halves.

```lean
/-- For positive couplings the effective transmission at resonance is
`4 Γ_L Γ_R / ((Γ_L + Γ_R) Γ)`, with `Γ` the total coupling including the probe. -/
theorem effectiveTransmission_peak (Γ : Fin 3 → ℝ) (hΓ : ∀ a, 0 < Γ a) (e : ℝ) :
    effectiveTransmission (transmission Γ e e)
      = Γ 0 * Γ 1 * 4 / ((Γ 0 + Γ 1) * ∑ c, Γ c) := by
  have hG : 0 < ∑ c, Γ c := Finset.sum_pos (fun a _ => hΓ a) ⟨0, Finset.mem_univ 0⟩
  have hl : lineshape (∑ c, Γ c) e e = 4 / ∑ c, Γ c := by
    unfold lineshape
    rw [div_eq_div_iff (denominator_pos hG e e).ne' hG.ne']
    ring
  rw [effectiveTransmission_resonant Γ hΓ, hl, div_mul_div_comm]
```

Here `hl` is the value $4/\Gamma$, and the final rewrite multiplies it by the prefactor of the previous theorem.

## The area of the Lorentzian

Set $x=2(E-e)/G$. Then $(E-e)^2+G^2/4=\tfrac{G^2}{4}(1+x^2)$ and $dE=\tfrac G2\,dx$, so

$$\int_{-\infty}^{\infty}\ell_G(E)\,dE=\frac4G\cdot\frac G2\int_{-\infty}^{\infty}\frac{dx}{1+x^2}=2\pi.$$

```lean
/-- A Lorentzian line of positive width is integrable over energy and has area `2π`. -/
theorem lineshape_area {G : ℝ} (hG : 0 < G) (e : ℝ) :
    Integrable (lineshape G e) ∧ ∫ E, lineshape G e E = 2 * Real.pi := by
  -- shift and scale to the standard function 1 / (1 + x ^ 2)
  have hf : lineshape G e = fun E => 4 / G * (1 + (2 / G * (E - e)) ^ 2)⁻¹ := by
    funext E
    have hD := (denominator_pos hG e E).ne'
    have h1 : 1 + (2 / G * (E - e)) ^ 2 = 4 / G ^ 2 * ((E - e) ^ 2 + G ^ 2 / 4) := by
      field_simp
      ring
    rw [h1]
    unfold lineshape
    generalize (E - e) ^ 2 + G ^ 2 / 4 = D at hD ⊢
    field_simp
  have ha : 2 / G ≠ 0 := by positivity
  rw [hf]
  constructor
  · exact ((integrable_inv_one_add_sq.comp_mul_left' ha).comp_sub_right e).const_mul (4 / G)
  · rw [integral_const_mul,
      integral_sub_right_eq_self (fun x : ℝ => (1 + (2 / G * x) ^ 2)⁻¹) e,
      Measure.integral_comp_mul_left (fun x : ℝ => (1 + x ^ 2)⁻¹) (2 / G),
      integral_univ_inv_one_add_sq, abs_of_pos (by positivity), smul_eq_mul]
    field_simp
    ring
```

The equation `hf` rewrites the line shape in terms of $x$. Integrability then follows from that of $1/(1+x^2)$ under scaling and shifting. For the value, `integral_sub_right_eq_self` removes the shift, `Measure.integral_comp_mul_left` supplies the factor $G/2$, and `integral_univ_inv_one_add_sq` supplies $\pi$.

On a numerical grid the range of integration is finite. A window $|E-e|<W$ captures $4\arctan(2W/\Gamma)$ of the area $2\pi$, and for $W\gg\Gamma$ the missing part is about $2\Gamma/W$. A window that suffices for a weak probe may therefore be too narrow for a strong one, and the loss can look like a failure of the probe model.

## The sum rule for one probe

Multiplying the area by the prefactor of $T_{\rm eff}$ gives

$$\int_{-\infty}^{\infty}T_{\rm eff}(E)\,dE=\frac{2\pi\,\Gamma_0\Gamma_1}{\Gamma_0+\Gamma_1}.$$

```lean
/-- For a resonant level with positive couplings, zero probe current makes the left current the
effective transmission times the bias, and the energy integral of this transmission is
`2π Γ_L Γ_R / (Γ_L + Γ_R)` for every probe coupling. -/
theorem probe_sum_rule (Γ : Fin 3 → ℝ) (hΓ : ∀ a, 0 < Γ a) (e : ℝ) :
    (∀ (E : ℝ) (μ : Fin 3 → ℝ), current (transmission Γ e E) μ 2 = 0 →
      current (transmission Γ e E) μ 0
        = effectiveTransmission (transmission Γ e E) * (μ 0 - μ 1)) ∧
    Integrable (fun E => effectiveTransmission (transmission Γ e E)) ∧
    ∫ E, effectiveTransmission (transmission Γ e E)
      = 2 * Real.pi * (Γ 0 * Γ 1) / (Γ 0 + Γ 1) := by
  have hG : 0 < ∑ c, Γ c := Finset.sum_pos (fun a _ => hΓ a) ⟨0, Finset.mem_univ 0⟩
  obtain ⟨hi, hv⟩ := lineshape_area hG e
  refine ⟨fun E μ h => current_of_floating_probe _ μ ?_ h, ?_, ?_⟩
  · have hD := denominator_pos hG e E
    exact (add_pos (div_pos (mul_pos (hΓ 2) (hΓ 0)) hD)
      (div_pos (mul_pos (hΓ 2) (hΓ 1)) hD)).ne'
  · simp only [effectiveTransmission_resonant Γ hΓ]
    exact hi.const_mul _
  · simp only [effectiveTransmission_resonant Γ hΓ]
    rw [integral_const_mul, hv]
    ring
```

The theorem has three parts, all under the hypothesis `hΓ` that every coupling is positive. First, at every energy and for all potentials, zero probe current makes the left current equal to $T_{\rm eff}(\mu_0-\mu_1)$. Second, $T_{\rm eff}$ is integrable over energy. Third, its integral has the displayed value, in which $\Gamma_2$ is absent. The proof applies the elimination after showing $T_{20}+T_{21}>0$, then rewrites $T_{\rm eff}$ as a constant times the Lorentzian.

Imposing zero current at each energy means that every absorbed electron is replaced by one of the same energy. The probe randomises phase but exchanges no energy with the device.

The full area matters when the bias window contains the whole resonance. A narrow window around $E=e$ samples the peak instead, and there the probe does reduce the current.

## Any finite number of probes

Now let two distinct terminals $L$ and $R$ be the leads and let all others be probes. For the resonant level the current factors:

$$I_a=\sum_b\frac{\Gamma_a\Gamma_b}{D}(\mu_a-\mu_b)=\frac{\Gamma_a}{D}\Big(\Gamma\mu_a-\sum_b\Gamma_b\mu_b\Big).$$

```lean
/-- The current out of terminal `a` of a resonant level is `Γ a`, divided by the resonant
denominator, times the difference between the total coupling times `μ a` and the coupling-weighted
sum of all potentials. -/
theorem current_resonant (Γ μ : ι → ℝ) (e E : ℝ) (a : ι) :
    current (transmission Γ e E) μ a
      = Γ a / ((E - e) ^ 2 + (∑ c, Γ c) ^ 2 / 4)
        * ((∑ b, Γ b) * μ a - ∑ b, Γ b * μ b) := by
  unfold current transmission
  generalize (E - e) ^ 2 + (∑ c, Γ c) ^ 2 / 4 = D
  rw [Finset.sum_mul, ← Finset.sum_sub_distrib, Finset.mul_sum]
  exact Finset.sum_congr rfl fun b _ => by ring
```

The proof distributes the products over the sums and compares them term by term.

If $I_p=0$ at a probe $p$, the bracket vanishes, because $\Gamma_p/D>0$. Every probe therefore sits at the same potential $m=\Gamma^{-1}\sum_b\Gamma_b\mu_b$. The probes then drop out of the weighted deviations from $m$:

$$\sum_b\Gamma_b\mu_b-\Gamma m=\sum_b\Gamma_b(\mu_b-m)=\Gamma_L(\mu_L-m)+\Gamma_R(\mu_R-m).$$

```lean
/-- If all terminals other than `L` and `R` share the potential `m`, only the two leads
contribute to the coupling-weighted deviation from `m`. -/
theorem lead_sum (Γ : ι → ℝ) {μ : ι → ℝ} {L R : ι} {m : ℝ} (hLR : L ≠ R)
    (hp : ∀ p, p ≠ L → p ≠ R → μ p = m) :
    ∑ b, Γ b * μ b - (∑ b, Γ b) * m = Γ L * (μ L - m) + Γ R * (μ R - m) := by
  classical
  have h := Fintype.sum_eq_add (f := fun b => Γ b * (μ b - m)) L R hLR
    (fun x hx => by simp [hp x hx.1 hx.2])
  rw [← h, Finset.sum_mul, ← Finset.sum_sub_distrib]
  exact Finset.sum_congr rfl fun b _ => by ring
```

The lemma holds for any common probe potential `m`. `Fintype.sum_eq_add` reduces the sum to its two lead terms, since the others are zero.

For the particular $m$ above, the left side vanishes. Hence

$$m=\frac{\Gamma_L\mu_L+\Gamma_R\mu_R}{\Gamma_L+\Gamma_R},\qquad \mu_L-m=\frac{\Gamma_R}{\Gamma_L+\Gamma_R}(\mu_L-\mu_R).$$

The factored current at the left lead becomes

$$I_L=\frac{\Gamma_L}{D}\,\Gamma(\mu_L-m)=\frac{\Gamma_L\Gamma_R}{\Gamma_L+\Gamma_R}(\mu_L-\mu_R)\,\ell_\Gamma(E).$$

For the integral over energy, read $\mu_a$ as the occupation of terminal $a$ at energy $E$, so that $I_L$ is a current per unit energy. With lead occupations $m_L$ and $m_R$ that do not depend on energy, integration gives

$$\int_{-\infty}^{\infty}I_L(E)\,dE=\frac{2\pi\,\Gamma_L\Gamma_R}{\Gamma_L+\Gamma_R}(m_L-m_R).$$

```lean
/-- With positive couplings and any finite number of probes, fixed lead potentials and zero
current in every probe at every energy give an energy-integrated left current of
`2π Γ_L Γ_R / (Γ_L + Γ_R)` times the bias. -/
theorem many_probe_sum_rule (Γ : ι → ℝ) (hΓ : ∀ a, 0 < Γ a) {L R : ι} (hLR : L ≠ R)
    (e mL mR : ℝ) (μ : ℝ → ι → ℝ) (hL : ∀ E, μ E L = mL) (hR : ∀ E, μ E R = mR)
    (h : ∀ E p, p ≠ L → p ≠ R → current (transmission Γ e E) (μ E) p = 0) :
    ∫ E, current (transmission Γ e E) (μ E) L
      = 2 * Real.pi * (Γ L * Γ R) / (Γ L + Γ R) * (mL - mR) := by
  have hG : 0 < ∑ c, Γ c := Finset.sum_pos (fun a _ => hΓ a) ⟨L, Finset.mem_univ L⟩
  have hs := (add_pos (hΓ L) (hΓ R)).ne'
  have hI : ∀ E, current (transmission Γ e E) (μ E) L
      = Γ L * Γ R / (Γ L + Γ R) * (mL - mR) * lineshape (∑ c, Γ c) e E := by
    intro E
    obtain ⟨m, hm⟩ : ∃ m, (∑ b, Γ b) * m = ∑ b, Γ b * μ E b :=
      ⟨(∑ b, Γ b * μ E b) / ∑ b, Γ b, mul_div_cancel₀ _ hG.ne'⟩
    -- every floating probe sits at the common potential m
    have hp : ∀ p, p ≠ L → p ≠ R → μ E p = m := by
      intro p h1 h2
      have h0 := h E p h1 h2
      rw [current_resonant] at h0
      have h3 := (mul_eq_zero.mp h0).resolve_left
        (div_pos (hΓ p) (denominator_pos hG e E)).ne'
      exact mul_left_cancel₀ hG.ne' (by linear_combination h3 - hm)
    have hl := lead_sum Γ hLR hp
    rw [hL, hR] at hl
    have hd : mL - m = Γ R / (Γ L + Γ R) * (mL - mR) := by
      rw [div_mul_eq_mul_div, eq_div_iff hs]
      linear_combination -hl - hm
    rw [current_resonant, hL, ← hm, ← mul_sub, hd]
    unfold lineshape
    ring
  simp only [hI]
  rw [integral_const_mul, (lineshape_area hG e).2]
  ring

end

end ResonantLevelProbe
```

In the statement, `μ E b` is the occupation of terminal `b` at energy `E`. The docstring calls it a potential and calls the difference $m_L-m_R$ the bias, but the theorem does not say that the total current is proportional to the voltage. The hypotheses `hL` and `hR` fix the lead occupations at all energies, while `h` demands zero current at every probe and every energy. The probe occupations themselves are not prescribed. With no probes at all, `h` is an empty condition and the theorem describes the bare two-lead device, so its integrated current is the same as with probes attached.

The proof follows the equations above: `hp` places all probes at `m`, `hd` is the formula for $\mu_L-m$, and `hI` is the resulting current at each energy. The area of the Lorentzian then supplies $2\pi$.

The occupations $m_L=1$ and $m_R=0$ describe a bias so large that the left lead is full and the right lead empty across the whole resonance. Restoring the factor $1/h$ turns the integral into the particle current $\Gamma_L\Gamma_R/[\hbar(\Gamma_L+\Gamma_R)]$ for one spin direction. A simulation of this one-level model should approach that value for any set of floating probes as its energy window widens and its grid is refined.

```lean
#print axioms ResonantLevelProbe.effectiveTransmission_peak
#print axioms ResonantLevelProbe.probe_sum_rule
#print axioms ResonantLevelProbe.many_probe_sum_rule
```

```
'ResonantLevelProbe.effectiveTransmission_peak' depends on axioms: [propext, Classical.choice, Quot.sound]
'ResonantLevelProbe.probe_sum_rule' depends on axioms: [propext, Classical.choice, Quot.sound]
'ResonantLevelProbe.many_probe_sum_rule' depends on axioms: [propext, Classical.choice, Quot.sound]
```
